# Reversing the Jz Basis of a Spin n/2 Turns Jz into −Jz, So Its Odd Powers Are Traceless

For a spin 1/2 the operator that exchanges up and down is a 2 × 2 matrix. With rows separated by semicolons and ħ = 1,

P = [0 1; 1 0],  Jz = [1/2 0; 0 −1/2].

Multiplying by P on the left exchanges the rows of Jz, and multiplying on the right exchanges the columns. The two diagonal entries therefore trade places:

P Jz P = [−1/2 0; 0 1/2] = −Jz.

Since P² = 1 and the trace is cyclic, conjugation by P leaves a trace unchanged. For the cube of Jz this gives

tr Jz³ = tr(P Jz³ P) = tr((P Jz P)³) = −tr Jz³,

so tr Jz³ = 0. The same argument works for every spin and every odd power, once P is taken to reverse the whole ladder of states.

## The spin matrices, from the top of the ladder down

A spin n/2 has n + 1 basis states |k⟩, with k = 0, …, n. The state |0⟩ is the top of the ladder, and each step in k lowers the Jz eigenvalue by one. In Lean the index type is `Fin (n + 1)`, the natural numbers from 0 to n, and operators are complex square matrices over it. Every n is allowed, including n = 0, where there is one state and all spin components are zero.

```lean
import Mathlib

open Matrix

namespace SpinFlipSymmetry

noncomputable section
```

In this basis Jz is diagonal:

Jz |k⟩ = (n/2 − k) |k⟩.

The definition writes down this diagonal, reading the index k as a complex number.

```lean
/-- The operator `Jz` of a spin `n/2`: diagonal with entries `n/2 - k` for `k = 0, …, n`. -/
def Jz (n : ℕ) : Matrix (Fin (n + 1)) (Fin (n + 1)) ℂ :=
  Matrix.diagonal fun k => (n : ℂ) / 2 - ((k : ℕ) : ℂ)
```

The raising operator moves one step up the ladder, which lowers k by one:

J₊ |k+1⟩ = √((k+1)(n−k)) |k⟩.

As a matrix with row i and column j, it has the entry √((i+1)(n−i)) where j = i + 1, and zeros elsewhere. Taking these roots without additional signs or phases is the usual phase convention, and the flip rules below for J₊, J₋, Jx and Jy use it.

```lean
/-- The raising operator `J₊`, with entries `√((k+1)(n-k))` at `(k, k+1)` and zero elsewhere. -/
def Jplus (n : ℕ) : Matrix (Fin (n + 1)) (Fin (n + 1)) ℂ :=
  Matrix.of fun i j => if (i : ℕ) + 1 = (j : ℕ) then
    ((Real.sqrt ((((i : ℕ) : ℝ) + 1) * ((n : ℝ) - ((i : ℕ) : ℝ))) : ℝ) : ℂ) else 0
```

The entries of J₊ are real, so its adjoint is its transpose, and this is the lowering operator.

```lean
/-- The lowering operator `J₋`, the transpose of `J₊`. -/
def Jminus (n : ℕ) : Matrix (Fin (n + 1)) (Fin (n + 1)) ℂ := (Jplus n)ᵀ
```

The transverse components are combinations of the two. The first is

Jx = (J₊ + J₋)/2.

```lean
/-- The component `Jx = (J₊ + J₋)/2`. -/
def Jx (n : ℕ) : Matrix (Fin (n + 1)) (Fin (n + 1)) ℂ :=
  (1 / 2 : ℂ) • (Jplus n + Jminus n)
```

Writing I for the imaginary unit, because i is a row index here, the second is

Jy = (J₊ − J₋)/(2I) = (−I/2)(J₊ − J₋).

```lean
/-- The component `Jy = (J₊ - J₋)/(2i)`, written with the prefactor `-i/2`. -/
def Jy (n : ℕ) : Matrix (Fin (n + 1)) (Fin (n + 1)) ℂ :=
  (-Complex.I / 2) • (Jplus n - Jminus n)
```

All five operators are thus explicit matrices. The angular momentum commutation relations are neither assumed nor used in what follows.

## A permutation that reverses both indices

The flip sends each state to its mirror image on the ladder:

P |k⟩ = |n−k⟩.

Its matrix entry P_ij is 1 when j = n − i and 0 otherwise. Lean's `Fin.rev i` is the index n − i.

```lean
/-- The flip `P`: the permutation matrix that sends the basis index `k` to `n - k`. -/
def spinFlip (n : ℕ) : Matrix (Fin (n + 1)) (Fin (n + 1)) ℂ :=
  Matrix.of fun i j => if j = Fin.rev i then 1 else 0
```

Every flip rule for the spin components rests on one computation, valid for any matrix A. The left factor P selects row n − i of A, and the right factor selects column n − j:

(P A P)_ij = Σ_k (P A)_ik P_kj = Σ_k A_(n−i),k P_kj = A_(n−i),(n−j).

In the proof, `hl` is the statement about the left factor. `Finset.sum_eq_single` then reduces the remaining sum to the term k = n − j, and the cases after it evaluate that term and show that the others vanish.

```lean
/-- Conjugating an operator by the flip reverses both of its matrix indices. -/
theorem spinFlip_conj_apply (n : ℕ) (A : Matrix (Fin (n + 1)) (Fin (n + 1)) ℂ)
    (i j : Fin (n + 1)) :
    (spinFlip n * A * spinFlip n) i j = A (Fin.rev i) (Fin.rev j) := by
  have hl : ∀ k, (spinFlip n * A) i k = A (Fin.rev i) k := by
    intro k
    simp [spinFlip, Matrix.mul_apply]
  -- only the intermediate index `rev j` contributes
  rw [Matrix.mul_apply, Finset.sum_eq_single (Fin.rev j)]
  · rw [hl]
    simp [spinFlip]
  · intro k _ hk
    have hne : j ≠ Fin.rev k := fun h => hk (by rw [h, Fin.rev_rev])
    simp [spinFlip, hne]
  · simp
```

Taking A = 1 gives the square of P. Two reversed indices are equal exactly when the original ones are, so

(P²)_ij = δ_(n−i),(n−j) = δ_ij.

```lean
/-- Flipping twice is the identity: `P² = 1`. -/
theorem spinFlip_mul_self (n : ℕ) : spinFlip n * spinFlip n = 1 := by
  ext i j
  have h := spinFlip_conj_apply n 1 i j
  rw [mul_one] at h
  rw [h]
  simp [Matrix.one_apply]
```

## What the flip does to each component

For Jz, the reversed diagonal entry is

n/2 − (n − i) = −(n/2 − i),

and off the diagonal both sides are zero. The proof compares entries and separates these two cases. On the diagonal, `hc` records that the reversed index and i add up to n, and `linear_combination` finishes the arithmetic.

```lean
/-- The flip reverses the `z` component: `P Jz P = -Jz`. -/
theorem spinFlip_conj_Jz (n : ℕ) : spinFlip n * Jz n * spinFlip n = -Jz n := by
  ext i j
  rw [spinFlip_conj_apply]
  by_cases h : i = j
  · subst h
    have hi := i.isLt
    have hr : (Fin.rev i : ℕ) + (i : ℕ) = n := by
      rw [Fin.val_rev]
      omega
    have hc : ((Fin.rev i : ℕ) : ℂ) + ((i : ℕ) : ℂ) = (n : ℂ) := by exact_mod_cast hr
    simp only [Jz, Matrix.neg_apply, Matrix.diagonal_apply_eq]
    linear_combination (-1 : ℂ) * hc
  · have h' : Fin.rev i ≠ Fin.rev j := fun e => h (Fin.rev_injective e)
    simp only [Jz, Matrix.neg_apply, Matrix.diagonal_apply_ne _ h,
      Matrix.diagonal_apply_ne _ h', neg_zero]
```

For J₊, the reversed entry (n−i, n−j) is nonzero only if n − i + 1 = n − j, that is, if i = j + 1. This is where J₋ has its entries. The value there is

√((n−i+1)(n−(n−i))) = √((n−j)(j+1)),

which is the entry of J₊ at (j, i), and so the entry of J₋ at (i, j). Hence P J₊ P = J₋. The match relies on the ladder coefficients reading the same from both ends. For spin 3/2, for example, they are √3, 2, √3. In the proof `omega` handles the positions of the entries, and the equation `e` states that the two factors under the root trade places.

```lean
/-- The flip turns the raising operator into the lowering operator: `P J₊ P = J₋`. -/
theorem spinFlip_conj_Jplus (n : ℕ) :
    spinFlip n * Jplus n * spinFlip n = Jminus n := by
  ext i j
  rw [spinFlip_conj_apply]
  change Jplus n (Fin.rev i) (Fin.rev j) = Jplus n j i
  have hi := i.isLt
  have hj := j.isLt
  have ri : (Fin.rev i : ℕ) = n + 1 - ((i : ℕ) + 1) := Fin.val_rev i
  have rj : (Fin.rev j : ℕ) = n + 1 - ((j : ℕ) + 1) := Fin.val_rev j
  simp only [Jplus, Matrix.of_apply]
  by_cases h : (j : ℕ) + 1 = (i : ℕ)
  · have h' : (Fin.rev i : ℕ) + 1 = (Fin.rev j : ℕ) := by omega
    have hs : (Fin.rev i : ℕ) + (j : ℕ) + 1 = n := by omega
    have hc : ((Fin.rev i : ℕ) : ℝ) + ((j : ℕ) : ℝ) + 1 = (n : ℝ) := by exact_mod_cast hs
    -- the two factors under the square root trade places
    have e : (((Fin.rev i : ℕ) : ℝ) + 1) * ((n : ℝ) - ((Fin.rev i : ℕ) : ℝ))
        = (((j : ℕ) : ℝ) + 1) * ((n : ℝ) - ((j : ℕ) : ℝ)) := by
      rw [← hc]
      ring
    rw [if_pos h', if_pos h, e]
  · have h' : ¬ (Fin.rev i : ℕ) + 1 = (Fin.rev j : ℕ) := by omega
    rw [if_neg h', if_neg h]
```

The rule for J₋ needs no further look at entries:

P J₋ P = P (P J₊ P) P = P² J₊ P² = J₊.

```lean
/-- The flip turns the lowering operator into the raising operator: `P J₋ P = J₊`. -/
theorem spinFlip_conj_Jminus (n : ℕ) :
    spinFlip n * Jminus n * spinFlip n = Jplus n := by
  rw [← spinFlip_conj_Jplus]
  calc spinFlip n * (spinFlip n * Jplus n * spinFlip n) * spinFlip n
      = (spinFlip n * spinFlip n) * Jplus n * (spinFlip n * spinFlip n) := by noncomm_ring
    _ = Jplus n := by rw [spinFlip_mul_self, one_mul, mul_one]
```

By linearity,

P Jx P = (J₋ + J₊)/2 = Jx,

P Jy P = (−I/2)(J₋ − J₊) = −Jy.

The proof moves the scalar out of the product, distributes P over the sum or difference, and applies the two ladder rules.

```lean
/-- The flip keeps the `x` component and reverses the `y` component:
`P Jx P = Jx` and `P Jy P = -Jy`. -/
theorem spinFlip_conj_Jx_Jy (n : ℕ) :
    spinFlip n * Jx n * spinFlip n = Jx n ∧ spinFlip n * Jy n * spinFlip n = -Jy n := by
  constructor
  · rw [Jx, Matrix.mul_smul, Matrix.smul_mul, mul_add, add_mul,
      spinFlip_conj_Jplus, spinFlip_conj_Jminus, add_comm (Jminus n) (Jplus n)]
  · rw [Jy, Matrix.mul_smul, Matrix.smul_mul, mul_sub, sub_mul,
      spinFlip_conj_Jplus, spinFlip_conj_Jminus, ← smul_neg, neg_sub]
```

The x component stays and the other two change sign, as they do under a half turn about the x axis. The flip could therefore have been modelled as the rotation R = exp(−IπJx), which equals (−I)ⁿ P. The phase cancels in R A R⁻¹, so the rules for the components would keep their content, but the square would become R² = (−1)ⁿ, with the sign −1 for half-integer spin. Each conjugation would then be written with R⁻¹, and the comparison of entries used here would first require the entries of a matrix exponential. The permutation matrix leaves the phase out and is its own inverse.

## Odd powers without a trace

The trace argument uses only one property of an operator A, namely P A P = −A. Multiplying this on the right by P and using P² = 1 gives

P A = −A P.

```lean
/-- An operator reversed by the flip anticommutes with it: `P A = -A P`. -/
theorem spinFlip_anticommute {n : ℕ} {A : Matrix (Fin (n + 1)) (Fin (n + 1)) ℂ}
    (h : spinFlip n * A * spinFlip n = -A) : spinFlip n * A = -A * spinFlip n := by
  rw [← h, mul_assoc (spinFlip n * A), spinFlip_mul_self, mul_one]
```

Moving P through a power of A one factor at a time changes the sign of each factor:

P A^r = (−A)^r P.

For an odd exponent r = 2m + 1, with m = 0, 1, 2, …, inserting P² = 1 and using cyclicity gives

tr A^(2m+1) = tr(P P A^(2m+1))
= tr(P (−A)^(2m+1) P)
= tr((−A)^(2m+1) P P)
= −tr A^(2m+1).

A number equal to its own negative is zero. In Lean, `SemiconjBy (spinFlip n) A (-A)` is the relation P A = (−A) P, and `pow_right` extends it to powers. The `calc` block follows the four lines above, with `Matrix.trace_mul_comm` as the cyclic step. The operator A need be neither diagonal nor Hermitian.

```lean
/-- Every odd power of an operator reversed by the flip has zero trace. -/
theorem trace_odd_pow_of_flip {n : ℕ} {A : Matrix (Fin (n + 1)) (Fin (n + 1)) ℂ}
    (h : spinFlip n * A * spinFlip n = -A) (m : ℕ) :
    Matrix.trace (A ^ (2 * m + 1)) = 0 := by
  have hs : SemiconjBy (spinFlip n) A (-A) := spinFlip_anticommute h
  have hk := (hs.pow_right (2 * m + 1)).eq
  -- insert `P² = 1`, move one flip through the power, and use cyclicity
  have ht : Matrix.trace (A ^ (2 * m + 1)) = -Matrix.trace (A ^ (2 * m + 1)) := by
    calc Matrix.trace (A ^ (2 * m + 1))
        = Matrix.trace (spinFlip n * (spinFlip n * A ^ (2 * m + 1))) := by
          rw [← mul_assoc, spinFlip_mul_self, one_mul]
      _ = Matrix.trace (spinFlip n * ((-A) ^ (2 * m + 1) * spinFlip n)) := by rw [hk]
      _ = Matrix.trace ((-A) ^ (2 * m + 1) * spinFlip n * spinFlip n) :=
          Matrix.trace_mul_comm _ _
      _ = -Matrix.trace (A ^ (2 * m + 1)) := by
          rw [mul_assoc, spinFlip_mul_self, mul_one, Odd.neg_pow ⟨m, rfl⟩, Matrix.trace_neg]
  linear_combination (1 / 2 : ℂ) * ht
```

Since P Jz P = −Jz, the result applies to Jz. Written out in the basis, it says that

Σ_k (n/2 − k)^(2m+1) = 0, with k running from 0 to n.

For this diagonal matrix the cancellation can also be seen directly, by pairing k with n − k. The argument through P has the advantage that it applies equally to Jy, which for n ≥ 1 is not diagonal in this basis.

```lean
/-- For every spin `n/2`, the trace of every odd power of `Jz` vanishes. -/
theorem trace_Jz_odd_pow (n m : ℕ) : Matrix.trace (Jz n ^ (2 * m + 1)) = 0 :=
  trace_odd_pow_of_flip (spinFlip_conj_Jz n) m
```

## Opposite energies in a field perpendicular to x

A spin coupled linearly to a field in the yz plane has the Hamiltonian

H = b Jy + c Jz,

where b and c are the field components multiplied by the coupling constant. Both terms change sign under the flip, so P H P = −H and H P = −P H. If H v = E v, then

H (P v) = −P H v = −E (P v).

The flipped vector is also nonzero, because P v = 0 would give v = P² v = 0. It is therefore an eigenvector with eigenvalue −E. For a spin 1/2 with b = 0, this takes the up state with energy c/2 to the down state with energy −c/2.

In the theorem, `*ᵥ` is a matrix acting on a vector, `hv0` says that v is not zero, and `hv` is the eigenvalue equation. The proof first establishes P H P = −H as `hH`. It then treats the two claims separately: the first by inserting P² = 1, the second by moving H past P. No normalisation is required of v, and since P only permutes components, a normalised v gives a normalised P v.

```lean
/-- If `v` is an eigenvector of `b Jy + c Jz` with eigenvalue `E`, then the flipped vector `P v` is
a nonzero eigenvector with eigenvalue `-E`. -/
theorem flipped_eigenvector (n : ℕ) (b c E : ℂ) (v : Fin (n + 1) → ℂ) (hv0 : v ≠ 0)
    (hv : (b • Jy n + c • Jz n) *ᵥ v = E • v) :
    spinFlip n *ᵥ v ≠ 0 ∧
      (b • Jy n + c • Jz n) *ᵥ (spinFlip n *ᵥ v) = (-E) • (spinFlip n *ᵥ v) := by
  have hH : spinFlip n * (b • Jy n + c • Jz n) * spinFlip n = -(b • Jy n + c • Jz n) := by
    rw [mul_add, add_mul, Matrix.mul_smul, Matrix.smul_mul, Matrix.mul_smul, Matrix.smul_mul,
      (spinFlip_conj_Jx_Jy n).2, spinFlip_conj_Jz, smul_neg, smul_neg, neg_add]
  constructor
  · -- the flip is invertible, so it cannot annihilate a state
    intro h0
    apply hv0
    rw [← Matrix.one_mulVec v, ← spinFlip_mul_self, ← Matrix.mulVec_mulVec, h0,
      Matrix.mulVec_zero]
  · have e : (b • Jy n + c • Jz n) * spinFlip n
        = -(spinFlip n * (b • Jy n + c • Jz n)) := by
      rw [spinFlip_anticommute hH, neg_mul, neg_neg]
    rw [Matrix.mulVec_mulVec, e, Matrix.neg_mulVec, ← Matrix.mulVec_mulVec, hv,
      Matrix.mulVec_smul, neg_smul]

end

end SpinFlipSymmetry
```

The numbers b, c and E may be complex; a physical Hamiltonian has real b and c. When E = 0 the theorem returns an eigenvector with the same eigenvalue, which need not be a new state. For n = 0, for instance, P is the identity and P v = v.

For a single spin with only this linear coupling, the pairing of E with −E is a simple check on a numerical diagonalisation. The pairing holds for a real field in any direction, because a rotation brings the field into the yz plane; the operator that pairs the states is then P rotated accordingly. It does not carry over in general to a Hamiltonian with an added anisotropy term D Jz², with D real and nonzero. For spin 1 with b = 0, for example, the energies are then D + c, 0 and D − c, and the first and last are no longer opposite.

```lean
#print axioms SpinFlipSymmetry.trace_Jz_odd_pow
-- 'SpinFlipSymmetry.trace_Jz_odd_pow' depends on axioms: [propext, Classical.choice, Quot.sound]
#print axioms SpinFlipSymmetry.flipped_eigenvector
-- 'SpinFlipSymmetry.flipped_eigenvector' depends on axioms: [propext, Classical.choice, Quot.sound]
```
